# Normalisation and mean inverse radius of the hydrogenic radial functions

In non-relativistic theory and atomic units, an electron bound to a fixed point nucleus of charge $Z$ has, in the state with quantum numbers $n$ and $l$, a radial function $R_{nl}(r)$ made of an exponential, a power of $r$ and a Laguerre polynomial. Its square root prefactor should make the total probability $\int_0^\infty r^2R_{nl}^2\,dr$ equal to one. In the scaled radius $x=2Zr/n$ this requires, for $k=n-l-1$ and $a=2l+1$,

$$\int_0^\infty x^{a+1}e^{-x}L(x)^2\,dx=\frac{(2k+a+1)\,(k+a)!}{k!},\qquad L(x)=\sum_{j=0}^{k}c_jx^j,\quad c_j=\frac{(-1)^j}{j!}\binom{k+a}{k-j}.$$

The weight has one power of $x$ more than the weight $x^ae^{-x}$ for which Laguerre polynomials of order $a$ are orthogonal.

## Polynomial and radial function

`laguerreCoeff` is $c_j$ and `laguerre` is $L$, in the convention $L(0)=\binom{k+a}{k}$. `radial` is $R_{nl}$ in atomic units, for one non-relativistic electron and a fixed point nucleus.

In Lean 4 with Mathlib:

```lean
import Mathlib

open MeasureTheory Set
open scoped Nat

namespace HydrogenicNormalisation

noncomputable section

/-- The coefficient of `x ^ j` in the associated Laguerre polynomial of degree `k` and
order `a`, for `j ≤ k`. -/
def laguerreCoeff (k a j : ℕ) : ℝ := (-1) ^ j * ((k + a).choose (k - j) : ℝ) / (j ! : ℝ)

/-- The associated Laguerre polynomial of degree `k` and order `a`. -/
def laguerre (k a : ℕ) (x : ℝ) : ℝ := ∑ j ∈ Finset.range (k + 1), laguerreCoeff k a j * x ^ j

/-- The radial function of a hydrogen-like ion of nuclear charge `Z > 0` in atomic units,
for quantum numbers `l < n`. -/
def radial (Z : ℝ) (n l : ℕ) (r : ℝ) : ℝ :=
  √((2 * Z / n) ^ 3 * ((n - l - 1)! : ℝ) / (2 * n * ((n + l)! : ℝ))) *
    Real.exp (-(Z * r / n)) * (2 * Z / n * r) ^ l *
    laguerre (n - l - 1) (2 * l + 1) (2 * Z / n * r)
```

$R_{nl}$ enters by its formula; that it solves the radial Schrödinger equation is textbook knowledge and is not derived here.

## Degree and order are natural numbers

Physically, $k$ counts radial nodes and $a=2l+1$ carries the angular momentum. In the derivation, whole numbers turn Euler's integral into a factorial, $\int_0^\infty x^pe^{-x}dx=p!$ for any natural exponent $p$ (`n` in `exponential_moment`). Integrating term by term, for natural $m$,

$$\int_0^\infty x^{a+m}e^{-x}L\,dx=\sum_{j=0}^k c_j\,(a+m+j)!=(a+m)!\sum_{j=0}^k(-1)^j\binom{k+a}{k-j}\binom{a+m+j}{j}.$$

The last sum is the coefficient of $t^k$ in $(1+t)^{k+a}(1+t)^{-(a+m+1)}=(1+t)^{k-m-1}$, which is $(-1)^k\binom mk$. It vanishes for $m<k$.

In the file, `k a m : ℕ` expresses the hypothesis. `alternatingSum N M k` is the sum with general upper entries, and `exponential_moment` gets Euler's integral from the Gamma function.

```lean
/-- The alternating convolution of binomial coefficients that occurs in Laguerre moments. -/
def alternatingSum (N M k : ℕ) : ℝ :=
  ∑ j ∈ Finset.range (k + 1), (-1) ^ j * (N.choose (k - j) : ℝ) * ((M + j).choose j : ℝ)

/-- For every natural number `n`, the power `x ^ n` is integrable against `exp (-x)` on the
half-line `x > 0`, and the integral of `x ^ n * exp (-x)` is `n!`. -/
theorem exponential_moment (n : ℕ) :
    IntegrableOn (fun x : ℝ => x ^ n * Real.exp (-x)) (Ioi 0) ∧
      ∫ x in Ioi (0 : ℝ), x ^ n * Real.exp (-x) = (n ! : ℝ) := by
  have e : EqOn (fun x : ℝ => Real.exp (-x) * x ^ ((n : ℝ) + 1 - 1))
      (fun x : ℝ => x ^ n * Real.exp (-x)) (Ioi 0) := by
    intro x _
    show Real.exp (-x) * x ^ ((n : ℝ) + 1 - 1) = x ^ n * Real.exp (-x)
    rw [add_sub_cancel_right, Real.rpow_natCast, mul_comm]
  have hn : (0 : ℝ) < (n : ℝ) + 1 := by positivity
  refine ⟨(Real.GammaIntegral_convergent hn).congr_fun e measurableSet_Ioi, ?_⟩
  rw [← Real.Gamma_nat_eq_factorial, Real.Gamma_eq_integral hn]
  exact (setIntegral_congr_fun measurableSet_Ioi e).symm
```

The next proof replaces the generating function by Pascal's rule, `pascal`. Induction then gives the coefficients of $(1+t)^{-(d+1)}$ in `neg` and of $(1+t)^e$ in `pos`; the final case split is $k\le m$ or $m<k$.

```lean
/-- The alternating convolution belonging to degree `k` and order `a` is a single signed
binomial coefficient, independent of `a`. -/
theorem alternatingSum_eq (k a m : ℕ) :
    alternatingSum (k + a) (a + m) k = (-1) ^ k * (m.choose k : ℝ) := by
  have pascal : ∀ N M q, alternatingSum (N + 1) M (q + 1) =
      alternatingSum N M (q + 1) + alternatingSum N M q := by
    intro N M q
    unfold alternatingSum
    rw [Finset.sum_range_succ _ (q + 1), Finset.sum_range_succ _ (q + 1)]
    have h : ∑ j ∈ Finset.range (q + 1),
        (-1 : ℝ) ^ j * ((N + 1).choose (q + 1 - j) : ℝ) * ((M + j).choose j : ℝ) =
        ∑ j ∈ Finset.range (q + 1),
          (-1 : ℝ) ^ j * (N.choose (q + 1 - j) : ℝ) * ((M + j).choose j : ℝ) +
        ∑ j ∈ Finset.range (q + 1),
          (-1 : ℝ) ^ j * (N.choose (q - j) : ℝ) * ((M + j).choose j : ℝ) := by
      rw [← Finset.sum_add_distrib]
      refine Finset.sum_congr rfl fun j hj => ?_
      have e : q + 1 - j = (q - j) + 1 := by
        have := Finset.mem_range.mp hj
        omega
      rw [e, Nat.choose_succ_succ' N (q - j)]
      push_cast
      ring
    rw [h]
    simp only [Nat.sub_self, Nat.choose_zero_right]
    ring
  have at0 : ∀ N M, alternatingSum N M 0 = 1 := by
    intro N M
    simp [alternatingSum]
  -- the case of a negative binomial exponent
  have neg : ∀ N d q, alternatingSum N (N + d) q = (-1) ^ q * ((d + q).choose q : ℝ) := by
    intro N
    induction N with
    | zero =>
      intro d q
      unfold alternatingSum
      rw [Finset.sum_range_succ, Finset.sum_eq_zero]
      · simp
      · intro j hj
        have hlt : 0 < q - j := by
          have := Finset.mem_range.mp hj
          omega
        rw [Nat.choose_eq_zero_of_lt hlt]
        simp
    | succ N ih =>
      intro d q
      cases q with
      | zero => simp [at0]
      | succ q =>
        rw [pascal, show N + 1 + d = N + (d + 1) by ring, ih, ih,
          show d + 1 + (q + 1) = d + q + 1 + 1 by ring, show d + 1 + q = d + q + 1 by ring,
          show d + (q + 1) = d + q + 1 by ring, Nat.choose_succ_succ' (d + q + 1) q]
        push_cast
        ring
  -- the case of a non-negative binomial exponent
  have pos : ∀ M e q, alternatingSum (M + 1 + e) M q = (e.choose q : ℝ) := by
    intro M e
    induction e with
    | zero =>
      intro q
      cases q with
      | zero => simp [at0]
      | succ q =>
        have h1 := neg M 0 (q + 1)
        have h2 := neg M 0 q
        simp only [add_zero, zero_add, Nat.choose_self] at h1 h2
        rw [add_zero, pascal, h1, h2, Nat.choose_zero_succ]
        push_cast
        ring
    | succ e ih =>
      intro q
      cases q with
      | zero => simp [at0]
      | succ q =>
        rw [show M + 1 + (e + 1) = M + 1 + e + 1 from rfl, pascal, ih, ih,
          Nat.choose_succ_succ' e q]
        push_cast
        ring
  rcases le_or_gt k m with h | h
  · obtain ⟨d, rfl⟩ := Nat.exists_eq_add_of_le h
    rw [show a + (k + d) = k + a + d by ring, neg, add_comm d k]
  · obtain ⟨e, rfl⟩ := Nat.exists_eq_add_of_lt h
    rw [show m + e + 1 + a = a + m + 1 + e by ring, pos,
      Nat.choose_eq_zero_of_lt (show e < m + e + 1 by omega), Nat.choose_eq_zero_of_lt h]
    simp
```

`laguerre_moment` performs the term-by-term integration and also records integrability.

```lean
/-- A Laguerre polynomial of order `a` is integrable against `x ^ (a + m) * exp (-x)`, and
the integral is a signed factorial times a binomial coefficient. -/
theorem laguerre_moment (k a m : ℕ) :
    IntegrableOn (fun x : ℝ => x ^ (a + m) * Real.exp (-x) * laguerre k a x) (Ioi 0) ∧
      ∫ x in Ioi (0 : ℝ), x ^ (a + m) * Real.exp (-x) * laguerre k a x =
        (-1) ^ k * ((a + m)! : ℝ) * (m.choose k : ℝ) := by
  have expand : (fun x : ℝ => x ^ (a + m) * Real.exp (-x) * laguerre k a x) =
      fun x => ∑ j ∈ Finset.range (k + 1),
        laguerreCoeff k a j * (x ^ (a + m + j) * Real.exp (-x)) := by
    funext x
    rw [laguerre, Finset.mul_sum]
    refine Finset.sum_congr rfl fun j _ => ?_
    ring
  rw [expand]
  refine ⟨integrable_finsetSum _ fun j _ =>
    Integrable.const_mul (exponential_moment _).1 _, ?_⟩
  rw [integral_finsetSum _ fun j _ => Integrable.const_mul (exponential_moment _).1 _]
  simp_rw [integral_const_mul, (exponential_moment _).2]
  -- factor out (a + m)! and recognise the binomial convolution
  have hsum : ∑ j ∈ Finset.range (k + 1), laguerreCoeff k a j * ((a + m + j)! : ℝ) =
      ((a + m)! : ℝ) * alternatingSum (k + a) (a + m) k := by
    rw [alternatingSum, Finset.mul_sum]
    refine Finset.sum_congr rfl fun j _ => ?_
    have h : ((a + m + j)! : ℝ) = ((a + m + j).choose j : ℝ) * (j ! : ℝ) * ((a + m)! : ℝ) := by
      have := Nat.choose_mul_factorial_mul_factorial (Nat.le_add_left j (a + m))
      rw [Nat.add_sub_cancel] at this
      exact_mod_cast this.symm
    have hj : (j ! : ℝ) ≠ 0 := by positivity
    rw [h, laguerreCoeff, div_mul_eq_mul_div, div_eq_iff hj]
    ring
  rw [hsum, alternatingSum_eq]
  ring
```

If $a$ could be any integer, the moment integral might diverge: for $k=0$, $a=-2$, $m=1$ it is $\int_0^\infty x^{-1}e^{-x}dx$.

## The weight has at least the power $a$

The exponent is $a+s$ with $s$ natural. Physically, $s=1$ is the norm and $s=0$ the mean of $1/r$. Expanding one factor of $L^2$ and using the moment with $m=s+j$ gives

$$\int_0^\infty x^{a+s}e^{-x}L^2dx=\sum_{j=0}^k c_j(-1)^k(a+s+j)!\binom{s+j}{k}.$$

This is `laguerre_sq_moment`.

```lean
/-- The integral of a squared Laguerre polynomial against `x ^ (a + s) * exp (-x)` is a
finite sum over its coefficients. -/
theorem laguerre_sq_moment (k a s : ℕ) :
    ∫ x in Ioi (0 : ℝ), x ^ (a + s) * Real.exp (-x) * laguerre k a x ^ 2 =
      ∑ j ∈ Finset.range (k + 1), laguerreCoeff k a j *
        ((-1) ^ k * ((a + (s + j))! : ℝ) * ((s + j).choose k : ℝ)) := by
  have expand : (fun x : ℝ => x ^ (a + s) * Real.exp (-x) * laguerre k a x ^ 2) =
      fun x => ∑ j ∈ Finset.range (k + 1),
        laguerreCoeff k a j * (x ^ (a + (s + j)) * Real.exp (-x) * laguerre k a x) := by
    funext x
    calc x ^ (a + s) * Real.exp (-x) * laguerre k a x ^ 2
        = (x ^ (a + s) * Real.exp (-x) * laguerre k a x) * laguerre k a x := by ring
      _ = (x ^ (a + s) * Real.exp (-x) * laguerre k a x) *
          ∑ j ∈ Finset.range (k + 1), laguerreCoeff k a j * x ^ j := rfl
      _ = _ := by
          rw [Finset.mul_sum]
          refine Finset.sum_congr rfl fun j _ => ?_
          ring
  rw [expand, integral_finsetSum _ fun j _ => Integrable.const_mul (laguerre_moment k a _).1 _]
  simp_rw [integral_const_mul, (laguerre_moment k a _).2]
```

For $s=1$ only $j=k$ and, if $k\ge1$, $j=k-1$ survive. With $c_k=(-1)^k/k!$ and $c_{k-1}=(-1)^{k-1}(k+a)/(k-1)!$ the sum is

$$\frac{(k+a)!}{k!}\big[(k+1)(k+a+1)-k(k+a)\big]=\frac{(k+a)!}{k!}(2k+a+1).$$

For $k=0$ the second term in the bracket is zero. The proof treats $k=0$ separately, splits off the last two terms with `Finset.sum_range_succ`, and shows that the others vanish.

```lean
/-- The hydrogenic normalisation integral: the square of the Laguerre polynomial of degree
`k` and order `a`, weighted by `x ^ (a + 1) * exp (-x)`, integrates to
`(2k + a + 1) (k + a)! / k!`. -/
theorem laguerre_normalisation (k a : ℕ) :
    ∫ x in Ioi (0 : ℝ), x ^ (a + 1) * Real.exp (-x) * laguerre k a x ^ 2 =
      (2 * k + a + 1) * ((k + a)! : ℝ) / (k ! : ℝ) := by
  rw [laguerre_sq_moment]
  cases k with
  | zero => simp [laguerreCoeff, Nat.factorial_succ]
  | succ q =>
    -- only the two highest coefficients contribute
    rw [Finset.sum_range_succ, Finset.sum_range_succ, Finset.sum_eq_zero]
    · unfold laguerreCoeff
      rw [show a + (1 + (q + 1)) = q + 1 + a + 1 by ring, show a + (1 + q) = q + 1 + a by ring,
        show 1 + (q + 1) = q + 1 + 1 by ring, show 1 + q = q + 1 by ring,
        Nat.choose_self (q + 1), Nat.choose_succ_self_right (q + 1),
        show q + 1 - q = 1 by omega, Nat.sub_self, Nat.choose_one_right,
        Nat.choose_zero_right, Nat.factorial_succ (q + 1 + a), Nat.factorial_succ q]
      have hq : (q ! : ℝ) ≠ 0 := by positivity
      have hq1 : (q : ℝ) + 1 ≠ 0 := by positivity
      push_cast
      rcases neg_one_pow_eq_or ℝ q with h | h <;>
      · simp only [pow_succ, h]
        field_simp
        ring
    · intro j hj
      have hlt : 1 + j < q + 1 := by
        have := Finset.mem_range.mp hj
        omega
      rw [Nat.choose_eq_zero_of_lt hlt]
      simp
```

For $s=0$ only $j=k$ survives, leaving $(k+a)!/k!$.

```lean
/-- With the weight `x ^ a * exp (-x)` the squared Laguerre polynomial of degree `k` and
order `a` integrates to `(k + a)! / k!`. -/
theorem laguerre_sq_integral (k a : ℕ) :
    ∫ x in Ioi (0 : ℝ), x ^ a * Real.exp (-x) * laguerre k a x ^ 2 =
      ((k + a)! : ℝ) / (k ! : ℝ) := by
  have h := laguerre_sq_moment k a 0
  simp only [add_zero, zero_add] at h
  -- only the highest coefficient contributes
  rw [h, Finset.sum_range_succ, Finset.sum_eq_zero]
  · rw [laguerreCoeff, Nat.sub_self, Nat.choose_zero_right, Nat.choose_self, add_comm a k]
    rcases neg_one_pow_eq_or ℝ k with h | h <;>
    · rw [h]
      push_cast
      ring
  · intro j hj
    rw [Nat.choose_eq_zero_of_lt (Finset.mem_range.mp hj)]
    simp
```

One power lower, with weight $x^{a-1}$ and $a\ge1$, the cancellation is lost. The generating function becomes $(1+t)^k$, so $\int_0^\infty x^{a-1}e^{-x}L\,dx=(a-1)!$ for every $k$. This is the weight that the mean of $1/r^2$ would need.

## The nucleus attracts: $Z>0$

A positive charge makes $e^{-Zr/n}$ decay. Put $b=2Z/n$ and $C=b^3(n-l-1)!/(2n\,(n+l)!)$. Then $R_{nl}^2=C\,e^{-br}(br)^{2l}L(br)^2$, and $x=br$ gives

$$\int_0^\infty r^{s+1}R_{nl}^2\,dr=\frac{C}{b^{s+2}}\int_0^\infty x^{2l+1+s}e^{-x}L(x)^2\,dx.$$

In `radial_moment`, `hZ` makes $b$ positive, as the substitution `integral_comp_mul_left_Ioi` requires, and $C$ non-negative, so that squaring removes the root.

```lean
/-- For `Z > 0` and `l < n`, scaling the radius by `2Z/n` turns radial integrals of the
squared hydrogenic function into Laguerre integrals. -/
theorem radial_moment {Z : ℝ} (hZ : 0 < Z) {n l : ℕ} (h : l < n) (s : ℕ) :
    ∫ r in Ioi (0 : ℝ), r ^ (s + 1) * radial Z n l r ^ 2 =
      (2 * Z / n) ^ 3 * ((n - l - 1)! : ℝ) / (2 * n * ((n + l)! : ℝ)) / (2 * Z / n) ^ (s + 2) *
        ∫ x in Ioi (0 : ℝ), x ^ (2 * l + 1 + s) * Real.exp (-x) *
          laguerre (n - l - 1) (2 * l + 1) x ^ 2 := by
  have hn : (0 : ℝ) < n := by exact_mod_cast (Nat.zero_le l).trans_lt h
  obtain ⟨b, hb⟩ : ∃ b : ℝ, b = 2 * Z / n := ⟨_, rfl⟩
  have hb0 : 0 < b := by rw [hb]; positivity
  obtain ⟨C, hC⟩ : ∃ C : ℝ, C = b ^ 3 * ((n - l - 1)! : ℝ) / (2 * n * ((n + l)! : ℝ)) :=
    ⟨_, rfl⟩
  have hC0 : 0 ≤ C := by rw [hC]; positivity
  have key : (fun r : ℝ => r ^ (s + 1) * radial Z n l r ^ 2) = fun r =>
      C / b ^ (s + 1) * ((b * r) ^ (2 * l + 1 + s) * Real.exp (-(b * r)) *
        laguerre (n - l - 1) (2 * l + 1) (b * r) ^ 2) := by
    funext r
    have e : Real.exp (-(Z * r / n)) ^ 2 = Real.exp (-(b * r)) := by
      rw [sq, ← Real.exp_add, hb]
      congr 1
      ring
    have hne : b ^ (s + 1) ≠ 0 := by positivity
    rw [radial, ← hb, ← hC, mul_pow, mul_pow, mul_pow, Real.sq_sqrt hC0, e,
      div_mul_eq_mul_div, eq_div_iff hne]
    ring
  have scale := integral_comp_mul_left_Ioi (fun x : ℝ => x ^ (2 * l + 1 + s) *
    Real.exp (-x) * laguerre (n - l - 1) (2 * l + 1) x ^ 2) 0 hb0
  simp only [mul_zero, smul_eq_mul] at scale
  rw [key, integral_const_mul, scale, ← hb, ← hC]
  ring
```

At $Z=0$ the prefactor vanishes and the norm is $0$, so $Z\ge0$ would not suffice for normalisation.

## Angular momentum below the principal quantum number: $l<n$

This condition makes the node number $n-l-1$ a genuine natural number and excludes $n=0$. By hand it gives $k+a=n+l$ and $2k+a+1=2n$. Therefore

$$\int_0^\infty r^2R_{nl}^2\,dr=\frac{C}{b^3}\,\frac{2n\,(n+l)!}{(n-l-1)!}=1,\qquad \int_0^\infty r^2\,\frac1r\,R_{nl}^2\,dr=\frac{C}{b^2}\,\frac{(n+l)!}{(n-l-1)!}=\frac{b}{2n}=\frac{Z}{n^2}.$$

In the proofs, `omega` derives the two index identities from `h`, and `field_simp` cancels the factorials.

```lean
/-- The hydrogenic radial function with `Z > 0` and `l < n` is normalised with respect to
the volume weight `r ^ 2`. -/
theorem radial_normalised {Z : ℝ} (hZ : 0 < Z) {n l : ℕ} (h : l < n) :
    ∫ r in Ioi (0 : ℝ), r ^ 2 * radial Z n l r ^ 2 = 1 := by
  refine (radial_moment hZ h 1).trans ?_
  have hn : (n : ℝ) ≠ 0 := by
    have : n ≠ 0 := by omega
    exact_mod_cast this
  have c : 2 * ((n - l - 1 : ℕ) : ℝ) + ((2 * l + 1 : ℕ) : ℝ) + 1 = 2 * (n : ℝ) := by
    have : 2 * (n - l - 1) + (2 * l + 1) + 1 = 2 * n := by omega
    exact_mod_cast this
  rw [laguerre_normalisation, c, show n - l - 1 + (2 * l + 1) = n + l by omega]
  have h1 : ((n - l - 1)! : ℝ) ≠ 0 := by positivity
  have h2 : ((n + l)! : ℝ) ≠ 0 := by positivity
  have hc : (n : ℝ) * (2 * Z / n) = 2 * Z := by field_simp
  field_simp
  rw [show (1 + 2 : ℕ) = 3 from rfl, ← mul_pow, ← mul_pow, hc]

/-- In the hydrogenic state with `Z > 0` and `l < n` the mean value of `1 / r` is
`Z / n ^ 2`. -/
theorem radial_mean_inverse {Z : ℝ} (hZ : 0 < Z) {n l : ℕ} (h : l < n) :
    ∫ r in Ioi (0 : ℝ), r ^ 2 * (1 / r) * radial Z n l r ^ 2 = Z / n ^ 2 := by
  have e : EqOn (fun r : ℝ => r ^ 2 * (1 / r) * radial Z n l r ^ 2)
      (fun r : ℝ => r ^ (0 + 1) * radial Z n l r ^ 2) (Ioi 0) := by
    intro r hr
    have hr0 : r ≠ 0 := ne_of_gt hr
    have hp : r ^ 2 * (1 / r) = r ^ (0 + 1) := by
      rw [mul_one_div, div_eq_iff hr0]
      ring
    show r ^ 2 * (1 / r) * radial Z n l r ^ 2 = r ^ (0 + 1) * radial Z n l r ^ 2
    rw [hp]
  have hn : (n : ℝ) ≠ 0 := by
    have : n ≠ 0 := by omega
    exact_mod_cast this
  rw [setIntegral_congr_fun measurableSet_Ioi e, radial_moment hZ h 0, add_zero,
    laguerre_sq_integral, show n - l - 1 + (2 * l + 1) = n + l by omega]
  have h1 : ((n - l - 1)! : ℝ) ≠ 0 := by positivity
  have h2 : ((n + l)! : ℝ) ≠ 0 := by positivity
  have hc : (n : ℝ) * (2 * Z / n) = 2 * Z := by field_simp
  field_simp
  rw [show (0 + 2 : ℕ) = 2 from rfl, ← mul_pow, ← mul_pow, hc]

end

end HydrogenicNormalisation
```

```lean
#print axioms HydrogenicNormalisation.radial_normalised
-- 'HydrogenicNormalisation.radial_normalised' depends on axioms: [propext, Classical.choice, Quot.sound]
#print axioms HydrogenicNormalisation.radial_mean_inverse
-- 'HydrogenicNormalisation.radial_mean_inverse' depends on axioms: [propext, Classical.choice, Quot.sound]
```

Weakening the condition to $l\le n$ breaks normalisation. Subtraction of naturals stops at zero, so $n=l=1$ gives $k=0$, $a=3$, and the norm integral is $\tfrac14\int_0^\infty x^4e^{-x}dx=6$.

For this one-electron model, the two values can serve as references for testing a radial integration grid on which $R_{nl}$ is evaluated. In a basis-set calculation the norm is normally imposed, so there only the second value is a test. The second also gives the mean potential energy, $-Z^2/n^2$ in hartree.

## The 2s state of hydrogen in numbers

For $Z=1$, $n=2$, $l=0$ we have $k=a=1$, $L=2-x$, $b=1$ and $C=1/8$. Then

$$\int_0^\infty x^2e^{-x}(4-4x+x^2)\,dx=8-24+24=8,$$

in agreement with $(2+1+1)\,2!/1!=8$, and the norm is $8/8=1$. With one power of $x$ less the integral is $4-8+6=2$, so the mean of $1/r$ is $2/8=1/4=Z/n^2$.
